# No nonzero proper subspace of the real traceless symmetric 3×3 tensors is invariant under all rotations

When a crystallite turns in a magnetic field, its chemical shift tensor turns with it. The isotropic part stays a multiple of the identity and the antisymmetric part stays antisymmetric, so a simulation code can treat each separately. The remaining symmetric traceless part has five components. Can these also be divided into smaller sets that never mix?

## Five components, one block

Let $V$ be a real subspace of the symmetric traceless $3\times3$ matrices. Suppose that $RTR^{\mathsf T}\in V$ for every $T\in V$ and every proper rotation $R$, meaning $RR^{\mathsf T}=1$ and $\det R=1$. Then $V$ is either zero or the whole five-component space.

This space is called the rank-2 part, in the sense of angular momentum $\ell=2$; the word does not refer to matrix rank.

## Storing and rotating an anisotropy

Codes for magnetic resonance rotate shift anisotropies, dipolar couplings and quadrupolar couplings between frames. For such real Cartesian tensors, the result limits what can be left out of storage.

Suppose a routine has to handle every rank-2 tensor, with no prior knowledge of its shape or strength, but keeps only between one and four independent linear combinations of the five components. The tensors for which all kept values vanish form a nonzero proper subspace, so some rotation takes one of them out of it. That tensor and the zero tensor have the same stored values before the rotation and different ones after it. The stored values alone therefore cannot be updated for every rotation.

A second consequence concerns checking: two linear routines that agree on all rotated copies of one nonzero rank-2 tensor agree on every rank-2 tensor.

## From one off-diagonal component to all five

Rotation about $z$, with cosine $c$ and sine $s$, changes a symmetric tensor by

$$\begin{aligned}
T'_{xx}&=c^2T_{xx}-2csT_{xy}+s^2T_{yy}, & T'_{yy}&=s^2T_{xx}+2csT_{xy}+c^2T_{yy},\\
T'_{xy}&=cs(T_{xx}-T_{yy})+(c^2-s^2)T_{xy}, & T'_{zz}&=T_{zz},\\
T'_{xz}&=cT_{xz}-sT_{yz}, & T'_{yz}&=sT_{xz}+cT_{yz}.
\end{aligned}$$

The cyclic rotation $C$, which takes $x\to y\to z\to x$, sends $(T_{xx},T_{yy},T_{zz},T_{xy},T_{xz},T_{yz})$ to $(T_{zz},T_{xx},T_{yy},T_{xz},T_{yz},T_{xy})$.

**Isolating xy.** Let $T^{(x)},T^{(y)},T^{(z)}$ be the images of $T$ under half-turns about the axes. Each half-turn keeps the diagonal and reverses the two off-diagonal components that involve its axis once. Hence

$$T+T^{(z)}-T^{(x)}-T^{(y)}=4T_{xy}X,$$

where $X$ has $X_{xy}=X_{yx}=1$ and zeros elsewhere. If $V$ contains a symmetric tensor with $T_{xy}\ne0$, it contains $X$.

**Filling the space.** If $X\in V$, then $V$ also contains $Y=CXC^{\mathsf T}$, the pure yz tensor, and $W=C^2X(C^2)^{\mathsf T}$, the pure xz tensor. Rotating $X$ about $z$ with $c=3/5$, $s=4/5$ gives

$$P=\tfrac{24}{25}\,\mathrm{diag}(-1,1,0)-\tfrac7{25}X,$$

and the cyclic rotation turns this into

$$Q=\tfrac{24}{25}\,\mathrm{diag}(0,-1,1)-\tfrac7{25}Y.$$

For a rank-2 tensor with $a=T_{xx}$ and $d=T_{yy}$, so that $T_{zz}=-a-d$,

$$T=\left(T_{xy}-\tfrac{7a}{24}\right)X+\left(T_{yz}-\tfrac{7(a+d)}{24}\right)Y+T_{xz}W-\tfrac{25a}{24}P-\tfrac{25(a+d)}{24}Q.$$

Thus $V$ is the whole space.

**The other case.** If $X\notin V$, every member of $V$ has zero xy component. Applying this to $T$ and its two cyclic images gives $T_{xy}=T_{xz}=T_{yz}=0$. Applying it after the $3/5$, $4/5$ rotation gives $\tfrac{12}{25}(T_{xx}-T_{yy})=0$; starting from the cyclic image instead gives $T_{zz}=T_{xx}$. The three diagonal entries are equal and sum to zero, so $T=0$.

**Copies of one tensor.** The rank-2 space is itself invariant, since $(RTR^{\mathsf T})^{\mathsf T}=RTR^{\mathsf T}$ for symmetric $T$ and $\operatorname{tr}(RTR^{\mathsf T})=\operatorname{tr}(R^{\mathsf T}RT)=\operatorname{tr}T$. The span of all rotated copies of a nonzero $T$ therefore lies in it. A further rotation $S$ gives $S(RTR^{\mathsf T})S^{\mathsf T}=(SR)T(SR)^{\mathsf T}$, another copy, so the span is invariant. It contains $T\neq0$ and must be everything.

**Rotations about one axis are too few.** The tensor $D=\mathrm{diag}(-1,-1,2)$ is unchanged by every rotation about $z$, because $c^2+s^2=1$. Its multiples form an invariant line under those rotations. The line is not zero, and it does not contain $X$.

## Lean source

```lean
import Mathlib

open Matrix

namespace RankTwoTensorIrreducible

noncomputable section

/-- A Cartesian interaction tensor: a real 3 × 3 matrix. -/
abbrev Tensor := Matrix (Fin 3) (Fin 3) ℝ

/-- A proper rotation: an orthogonal matrix of determinant one. -/
def IsRotation (R : Tensor) : Prop := R * Rᵀ = 1 ∧ R.det = 1

/-- The tensor `T` after the rotation `R`, that is `R T Rᵀ`. -/
def rotate (R T : Tensor) : Tensor := R * T * Rᵀ

/-- The rank-2 part of tensor space: the symmetric traceless matrices. -/
def rank2 : Submodule ℝ Tensor where
  carrier := {T | Tᵀ = T ∧ T.trace = 0}
  zero_mem' := by simp
  add_mem' := fun ha hb =>
    ⟨by rw [Matrix.transpose_add, ha.1, hb.1],
      by rw [Matrix.trace_add, ha.2, hb.2, add_zero]⟩
  smul_mem' := fun k _ ha =>
    ⟨by rw [Matrix.transpose_smul, ha.1], by rw [Matrix.trace_smul, ha.2, smul_zero]⟩

/-- A subspace of tensors that every proper rotation maps into itself. -/
def RotationInvariant (V : Submodule ℝ Tensor) : Prop :=
  ∀ R, IsRotation R → ∀ T ∈ V, rotate R T ∈ V

/-- The symmetric tensor with the given six Cartesian components. -/
def symTensor (xx yy zz xy xz yz : ℝ) : Tensor :=
  !![xx, xy, xz; xy, yy, yz; xz, yz, zz]

/-- The matrix that turns the xy plane, with `c` as cosine and `s` as sine of the angle. -/
def rotZ (c s : ℝ) : Tensor := !![c, -s, 0; s, c, 0; 0, 0, 1]

/-- The matrix that carries the x axis to y, y to z and z to x. -/
def rotCyc : Tensor := !![0, 0, 1; 1, 0, 0; 0, 1, 0]

/-- For `c² + s² = 1` the matrix `rotZ c s` is a proper rotation, and it changes the
components of a symmetric tensor as displayed. -/
theorem rotZ_spec {c s : ℝ} (h : c ^ 2 + s ^ 2 = 1) :
    IsRotation (rotZ c s) ∧ ∀ xx yy zz xy xz yz : ℝ,
      rotate (rotZ c s) (symTensor xx yy zz xy xz yz) =
        symTensor (c ^ 2 * xx - 2 * c * s * xy + s ^ 2 * yy)
          (s ^ 2 * xx + 2 * c * s * xy + c ^ 2 * yy) zz
          (c * s * (xx - yy) + (c ^ 2 - s ^ 2) * xy)
          (c * xz - s * yz) (s * xz + c * yz) := by
  refine ⟨⟨?_, ?_⟩, ?_⟩
  · ext i j
    fin_cases i <;> fin_cases j <;>
      simp [rotZ, Matrix.mul_apply, Fin.sum_univ_three] <;> linarith
  · rw [Matrix.det_fin_three]
    simp [rotZ]
    linarith
  · intro xx yy zz xy xz yz
    ext i j
    fin_cases i <;> fin_cases j <;>
      simp [rotate, rotZ, symTensor, Matrix.mul_apply, Fin.sum_univ_three] <;> ring

/-- The cyclic exchange of the axes is a proper rotation, and it permutes the components of
a symmetric tensor as displayed. -/
theorem rotCyc_spec : IsRotation rotCyc ∧ ∀ xx yy zz xy xz yz : ℝ,
    rotate rotCyc (symTensor xx yy zz xy xz yz) = symTensor zz xx yy xz yz xy := by
  refine ⟨⟨?_, ?_⟩, ?_⟩
  · ext i j
    fin_cases i <;> fin_cases j <;>
      simp [rotCyc, Matrix.mul_apply, Fin.sum_univ_three]
  · rw [Matrix.det_fin_three]
    simp [rotCyc]
  · intro xx yy zz xy xz yz
    ext i j
    fin_cases i <;> fin_cases j <;>
      simp [rotate, rotCyc, symTensor, Matrix.mul_apply, Fin.sum_univ_three]

/-- A rank-2 tensor is given by five components: two on the diagonal and three off it. -/
theorem mem_rank2_iff (T : Tensor) :
    T ∈ rank2 ↔ ∃ xx yy xy xz yz : ℝ, T = symTensor xx yy (-xx - yy) xy xz yz := by
  constructor
  · intro hT
    obtain ⟨hs, ht⟩ : Tᵀ = T ∧ T.trace = 0 := hT
    have h1 : T 1 0 = T 0 1 := congrFun (congrFun hs 0) 1
    have h2 : T 2 0 = T 0 2 := congrFun (congrFun hs 0) 2
    have h3 : T 2 1 = T 1 2 := congrFun (congrFun hs 1) 2
    rw [Matrix.trace_fin_three] at ht
    have h4 : T 2 2 = -T 0 0 - T 1 1 := by linarith
    refine ⟨T 0 0, T 1 1, T 0 1, T 0 2, T 1 2, ?_⟩
    ext i j
    fin_cases i <;> fin_cases j <;> simp [symTensor, h1, h2, h3, h4]
  · rintro ⟨xx, yy, xy, xz, yz, rfl⟩
    change (symTensor xx yy (-xx - yy) xy xz yz)ᵀ = symTensor xx yy (-xx - yy) xy xz yz ∧
      (symTensor xx yy (-xx - yy) xy xz yz).trace = 0
    constructor
    · ext i j
      fin_cases i <;> fin_cases j <;> simp [symTensor]
    · rw [Matrix.trace_fin_three]
      change xx + yy + (-xx - yy) = 0
      ring

/-- Rotations keep a tensor symmetric and traceless. -/
theorem rank2_invariant : RotationInvariant rank2 := by
  intro R hR T hT
  obtain ⟨hs, ht⟩ : Tᵀ = T ∧ T.trace = 0 := hT
  change (R * T * Rᵀ)ᵀ = R * T * Rᵀ ∧ (R * T * Rᵀ).trace = 0
  constructor
  · rw [Matrix.transpose_mul, Matrix.transpose_mul, Matrix.transpose_transpose, hs,
      Matrix.mul_assoc]
  · rw [Matrix.trace_mul_cycle, mul_eq_one_comm.1 hR.1, Matrix.one_mul, ht]

/-- If a rotation-invariant subspace holds a symmetric tensor with nonzero xy component, it
holds the tensor whose only component is xy. -/
theorem xy_mem {V : Submodule ℝ Tensor} (hV : RotationInvariant V)
    {xx yy zz xy xz yz : ℝ} (hT : symTensor xx yy zz xy xz yz ∈ V) (hxy : xy ≠ 0) :
    symTensor 0 0 0 1 0 0 ∈ V := by
  have hz := rotZ_spec (c := -1) (s := 0) (by norm_num)
  have hc := rotCyc_spec
  -- the images under the half-turns about the three axes
  have h1 := hV _ hz.1 _ hT
  have h2 := hV _ hc.1 _ (hV _ hc.1 _ (hV _ hz.1 _ (hV _ hc.1 _ hT)))
  have h3 := hV _ hc.1 _ (hV _ hz.1 _ (hV _ hc.1 _ (hV _ hc.1 _ hT)))
  simp only [hz.2, hc.2] at h1 h2 h3
  have key := V.sub_mem (V.sub_mem (V.add_mem hT h1) h2) h3
  have h4 : 4 * xy ≠ 0 := mul_ne_zero (by norm_num) hxy
  refine (V.smul_mem_iff h4).1 ?_
  convert key using 1
  ext i j
  fin_cases i <;> fin_cases j <;> simp [symTensor] <;> ring

/-- A rotation-invariant subspace that holds the pure xy tensor holds every rank-2 tensor. -/
theorem rank2_le_of_xy_mem {V : Submodule ℝ Tensor} (hV : RotationInvariant V)
    (hX : symTensor 0 0 0 1 0 0 ∈ V) : rank2 ≤ V := by
  intro T hT
  obtain ⟨a, d, b, e, f, rfl⟩ := (mem_rank2_iff T).1 hT
  have hz := rotZ_spec (c := 3 / 5) (s := 4 / 5) (by norm_num)
  have hc := rotCyc_spec
  have h1 := hV _ hc.1 _ hX
  have h2 := hV _ hc.1 _ (hV _ hc.1 _ hX)
  have h3 := hV _ hz.1 _ hX
  have h4 := hV _ hc.1 _ (hV _ hz.1 _ hX)
  simp only [hz.2, hc.2] at h1 h2 h3 h4
  -- five tensors of V that span the rank-2 space
  have key := V.add_mem (V.add_mem (V.add_mem (V.add_mem
    (V.smul_mem (b - 7 / 24 * a) hX) (V.smul_mem (f - 7 / 24 * (a + d)) h1))
    (V.smul_mem e h2)) (V.smul_mem (-(25 / 24) * a) h3))
    (V.smul_mem (-(25 / 24) * (a + d)) h4)
  convert key using 1
  ext i j
  fin_cases i <;> fin_cases j <;> simp [symTensor] <;> ring

/-- A subspace of the rank-2 tensors that every rotation maps into itself is either zero or
the whole rank-2 space. -/
theorem rank2_irreducible (V : Submodule ℝ Tensor) (hle : V ≤ rank2)
    (hV : RotationInvariant V) : V = ⊥ ∨ V = rank2 := by
  by_cases hX : symTensor 0 0 0 1 0 0 ∈ V
  · exact Or.inr (le_antisymm hle (rank2_le_of_xy_mem hV hX))
  left
  rw [Submodule.eq_bot_iff]
  intro T hT
  obtain ⟨a, d, b, e, f, rfl⟩ := (mem_rank2_iff T).1 (hle hT)
  -- without the pure xy tensor, every xy component in V vanishes
  have hx : ∀ {a d z b e f : ℝ}, symTensor a d z b e f ∈ V → b = 0 :=
    fun h => by_contra fun hb => hX (xy_mem hV h hb)
  have hc : ∀ {a d z b e f : ℝ}, symTensor a d z b e f ∈ V → symTensor z a d e f b ∈ V := by
    intro a d z b e f h
    have := hV _ rotCyc_spec.1 _ h
    rwa [rotCyc_spec.2] at this
  have hz : ∀ {a d z b e f : ℝ}, symTensor a d z b e f ∈ V →
      3 / 5 * (4 / 5) * (a - d) + ((3 / 5) ^ 2 - (4 / 5) ^ 2) * b = 0 := by
    intro a d z b e f h
    have hr := rotZ_spec (c := 3 / 5) (s := 4 / 5) (by norm_num)
    have := hV _ hr.1 _ h
    rw [hr.2] at this
    exact hx this
  have h1 := hx hT
  have h2 := hx (hc hT)
  have h3 := hx (hc (hc hT))
  have h4 := hz hT
  have h5 := hz (hc hT)
  have ha : a = 0 := by linarith
  have hd : d = 0 := by linarith
  ext i j
  fin_cases i <;> fin_cases j <;> simp [symTensor, h1, h2, h3, ha, hd]

/-- The rotated copies of any single nonzero rank-2 tensor span the whole rank-2 space. -/
theorem span_rotated_copies {T : Tensor} (hT : T ∈ rank2) (h0 : T ≠ 0) :
    Submodule.span ℝ {S | ∃ R, IsRotation R ∧ S = rotate R T} = rank2 := by
  have hle : Submodule.span ℝ {S | ∃ R, IsRotation R ∧ S = rotate R T} ≤ rank2 := by
    rw [Submodule.span_le]
    rintro S ⟨R, hR, rfl⟩
    exact rank2_invariant R hR T hT
  have hmem : T ∈ Submodule.span ℝ {S | ∃ R, IsRotation R ∧ S = rotate R T} :=
    Submodule.subset_span ⟨1, by simp [IsRotation], by simp [rotate]⟩
  refine (rank2_irreducible _ hle ?_).resolve_left ?_
  · intro Q hQ S hS
    induction hS using Submodule.span_induction with
    | mem x hx =>
      -- two rotations in succession are a rotation
      obtain ⟨R, hR, rfl⟩ := hx
      refine Submodule.subset_span ⟨Q * R, ⟨?_, ?_⟩, ?_⟩
      · calc Q * R * (Q * R)ᵀ = Q * (R * Rᵀ) * Qᵀ := by
              simp only [Matrix.transpose_mul, Matrix.mul_assoc]
          _ = 1 := by rw [hR.1, Matrix.mul_one, hQ.1]
      · rw [Matrix.det_mul, hQ.2, hR.2, one_mul]
      · simp only [rotate, Matrix.transpose_mul, Matrix.mul_assoc]
    | zero => simp [rotate]
    | add x y _ _ hx hy =>
      have e : rotate Q (x + y) = rotate Q x + rotate Q y := by
        simp only [rotate, Matrix.mul_add, Matrix.add_mul]
      rw [e]
      exact Submodule.add_mem _ hx hy
    | smul k x _ hx =>
      have e : rotate Q (k • x) = k • rotate Q x := by
        simp only [rotate, Matrix.mul_smul, Matrix.smul_mul]
      rw [e]
      exact Submodule.smul_mem _ k hx
  · intro hbot
    rw [hbot] at hmem
    exact h0 ((Submodule.mem_bot ℝ).1 hmem)

/-- Rotations about the z axis alone do not suffice: they map the line through
diag(-1, -1, 2) into itself, and this line is neither zero nor the whole rank-2 space. -/
theorem axial_line_invariant :
    let V := Submodule.span ℝ {symTensor (-1) (-1) 2 0 0 0}
    (∀ c s : ℝ, c ^ 2 + s ^ 2 = 1 → ∀ T ∈ V, rotate (rotZ c s) T ∈ V) ∧
      V ≤ rank2 ∧ V ≠ ⊥ ∧ V ≠ rank2 := by
  intro V
  refine ⟨?_, ?_, ?_, ?_⟩
  · intro c s h T hT
    obtain ⟨k, rfl⟩ := Submodule.mem_span_singleton.1 hT
    have e : rotate (rotZ c s) (symTensor (-1) (-1) 2 0 0 0) =
        symTensor (-1) (-1) 2 0 0 0 := by
      rw [(rotZ_spec h).2]
      congr 1 <;> linarith
    have e' : rotate (rotZ c s) (k • symTensor (-1) (-1) 2 0 0 0) =
        k • rotate (rotZ c s) (symTensor (-1) (-1) 2 0 0 0) := by
      simp only [rotate, Matrix.mul_smul, Matrix.smul_mul]
    rw [e', e]
    exact hT
  · refine (Submodule.span_singleton_le_iff_mem _ _).2 ((mem_rank2_iff _).2 ?_)
    exact ⟨-1, -1, 0, 0, 0, by norm_num⟩
  · intro hbot
    have h := Submodule.span_singleton_eq_bot.1 hbot
    have h22 := congrFun (congrFun h 2) 2
    simp [symTensor] at h22
  · intro htop
    have hX : symTensor 0 0 0 1 0 0 ∈ V := by
      rw [htop]
      exact (mem_rank2_iff _).2 ⟨0, 0, 1, 0, 0, by norm_num⟩
    obtain ⟨k, hk⟩ := Submodule.mem_span_singleton.1 hX
    have h01 := congrFun (congrFun hk 0) 1
    simp [symTensor] at h01

end

end RankTwoTensorIrreducible
```

```lean
#print axioms RankTwoTensorIrreducible.xy_mem
-- 'RankTwoTensorIrreducible.xy_mem' depends on axioms: [propext, Classical.choice, Quot.sound]
#print axioms RankTwoTensorIrreducible.span_rotated_copies
-- 'RankTwoTensorIrreducible.span_rotated_copies' depends on axioms: [propext, Classical.choice, Quot.sound]
#print axioms RankTwoTensorIrreducible.axial_line_invariant
-- 'RankTwoTensorIrreducible.axial_line_invariant' depends on axioms: [propext, Classical.choice, Quot.sound]
```

## Real matrices and the full set of proper rotations

In `rank2_irreducible`, `V` is a real `Submodule` of `Tensor`, the real $3\times3$ matrices. The hypothesis `V ≤ rank2` restricts it to symmetric traceless ones, and `RotationInvariant V` requires closure under all proper rotations. The conclusion `V = ⊥ ∨ V = rank2` means zero or everything. Indices 0, 1, 2 stand for $x,y,z$, and `symTensor` takes its arguments in the order xx, yy, zz, xy, xz, yz. The convention is active: `rotate R T` is $RTR^{\mathsf T}$.

`rotZ_spec` and `rotCyc_spec` check the two component rules entry by entry, and `mem_rank2_iff` supplies the five-component form. `xy_mem` builds the half-turns about $x$ and $y$ by conjugating the one about $z$ with `rotCyc`, then divides by $4T_{xy}$. `rank2_le_of_xy_mem` contains the explicit five-term combination. The main theorem splits on whether $X\in V$; in the negative case `linarith` solves the equations for the diagonal.

`rank2_invariant` is the transpose and trace argument. `span_rotated_copies` uses induction over the span to extend invariance from the copies to their linear combinations, and `axial_line_invariant` is the example with $D$.

The theorems concern real subspaces, so they make no statement about complex combinations such as the spherical components $T_{2m}$. Nor do they address rounding in a numerical rotation. The step left to physics is that the interaction is described by a real matrix that transforms as $RTR^{\mathsf T}$ when the sample turns.
